# The second-order ring term of the RPA equals the direct MP2 energy

Let $p, q$ run over a finite set of excitations with gaps $D_p > 0$, and let $K$ be a real symmetric matrix of interactions between them. For a gap $d$ and an imaginary frequency $iw$, with $w$ real, put $g_d(w) = 2d/(d^2+w^2)$, and let $G(w)$ be the diagonal matrix with entries $g_{D_p}(w)$. Then $\operatorname{Tr}[(G(w)K)^2]$ is integrable over $w>0$, and
$$-\frac{1}{4\pi}\int_0^\infty \operatorname{Tr}\big[(G(w)K)^2\big]\,dw \;=\; -\frac12\sum_{p,q}\frac{K_{pq}^2}{D_p+D_q},$$
whether or not the gaps are distinct. For a single excitation both sides are $-K^2/(4D)$.

The left side comes from the random-phase approximation (RPA) in its direct form, without exchange in the response. With the non-interacting response $-G(w)$, the RPA correlation energy is $\frac{1}{2\pi}\int_0^\infty \operatorname{Tr}[\ln(1+GK)-GK]\,dw$, and the term $-X^2/2$ of $\ln(1+X)-X$ gives the expression above. When the excitations are those of finitely many real canonical Hartree–Fock spin orbitals, with orbital-energy differences as gaps and the Coulomb integrals between them as $K$, the identity says that the RPA correlation energy at second order in $K$ is the direct, exchange-free part of the MP2 energy. With Kohn–Sham orbitals and energies the sum keeps its form but is no longer the MP2 energy built on Hartree–Fock.

## Derivation

It costs nothing to allow two different real matrices $K$ and $L$ on the two interaction lines. Since $G$ is diagonal, $(GK)_{pq} = g_{D_p}K_{pq}$ and $(GL)_{qp} = g_{D_q}L_{qp}$, so
$$\operatorname{Tr}(GK\,GL)=\sum_{p,q}K_{pq}L_{qp}\;g_{D_p}(w)\,g_{D_q}(w).$$

The frequency integral thus reduces to $\int_0^\infty g_a g_b\,dw$ for two gaps $a,b>0$. The basic derivative is $\frac{d}{dw}\arctan(w/c)=c/(c^2+w^2)$ for $c>0$. For $a\neq b$, partial fractions give
$$g_a g_b=\frac{4ab}{(a^2+w^2)(b^2+w^2)}=\frac{4}{b^2-a^2}\left[\frac{ab}{a^2+w^2}-\frac{ab}{b^2+w^2}\right],$$
which is the derivative of
$$F(w)=\frac{4}{(b-a)(a+b)}\Big[b\arctan\frac{w}{a}-a\arctan\frac{w}{b}\Big].$$
Here $F(0)=0$, and as $w\to\infty$ the bracket tends to $(b-a)\pi/2$, so $F\to 2\pi/(a+b)$.

For $a=b$ this $F$ is undefined, and the case is unavoidable, because every diagonal term $p=q$ has equal gaps. Take instead
$$F(w)=\frac{2}{a}\arctan\frac{w}{a}+\frac{2w}{a^2+w^2}.$$
Its derivative is
$$\frac{2}{a^2+w^2}+\frac{2(a^2+w^2)-4w^2}{(a^2+w^2)^2}=\frac{4a^2}{(a^2+w^2)^2}=g_a^2 .$$
Again $F(0)=0$. The second term lies between $0$ and $2/w$ and vanishes at infinity, so $F\to\pi/a=2\pi/(a+a)$. In both cases the integrand is non-negative and its antiderivative has a finite limit, so the integral converges absolutely, with
$$\int_0^\infty g_a g_b\,dw=\frac{2\pi}{a+b}.$$

Integrating the finite sum term by term and multiplying by $-1/4\pi$ gives
$$-\frac{1}{4\pi}\int_0^\infty\operatorname{Tr}(GK\,GL)\,dw=-\frac12\sum_{p,q}\frac{K_{pq}L_{qp}}{D_p+D_q}.$$
For $L=K$ symmetric, $K_{pq}K_{qp}=K_{pq}^2$, which is the claim.

Three consequences follow. If all gaps equal $\Delta$, every denominator is $2\Delta$ and $\sum_{pq}K_{pq}K_{qp}=\operatorname{Tr}K^2$, so the ring term is $-\operatorname{Tr}(K^2)/(4\Delta)$ for any real $K$. For symmetric $K$ each term $K_{pq}^2/(D_p+D_q)$ is non-negative, so the ring term is at most zero and vanishes only when every entry does. Finally, let $i,j$ label occupied orbitals and let $a,b$ now label virtual ones, with energies $\varepsilon_i<\varepsilon_a$. Take $p=(i,a)$, $q=(j,b)$, $D_p=\varepsilon_a-\varepsilon_i$ and $K_{pq}=(ia|jb)$, where the real numbers $(ia|jb)$ satisfy $(ia|jb)=(jb|ia)$. Then $D_p+D_q=\varepsilon_a+\varepsilon_b-\varepsilon_i-\varepsilon_j$, and the ring term is
$$-\frac12\sum_{iajb}\frac{(ia|jb)^2}{\varepsilon_a+\varepsilon_b-\varepsilon_i-\varepsilon_j}.$$
With $L_{pq}=(ia|jb)-(ib|ja)$ on the second line, $L_{qp}=(jb|ia)-(ja|ib)=(ia|jb)-(ib|ja)$, and the numerator becomes $(ia|jb)[(ia|jb)-(ib|ja)]$, direct plus exchange.

## Formal development

The excitations form an arbitrary finite type `n`, which may have one element or none; in the empty case every sum and trace is zero.

```lean
import Mathlib

open MeasureTheory Set Filter Topology Matrix Real

namespace RingDiagramMP2

noncomputable section

variable {n : Type*} [Fintype n] [DecidableEq n]
```

The function `lorentz d w` is $g_d(w)$, and `green D w` is $G(w)$ for gaps `D : n → ℝ`. The sign is fixed so that $G$ is positive for positive gaps, that is, minus the non-interacting response.

```lean
/-- Imaginary-frequency propagator `2 d / (d² + w²)` of one excitation with gap `d`. -/
def lorentz (d w : ℝ) : ℝ := 2 * d / (d ^ 2 + w ^ 2)

/-- The diagonal matrix `G(w)` of propagators for the gaps `D p`. -/
def green (D : n → ℝ) (w : ℝ) : Matrix n n ℝ := diagonal fun p => lorentz (D p) w
```

The two ring terms are Lebesgue integrals over `Ioi (0 : ℝ)`, the open half-line $w>0$, with the prefactor $-1/4\pi$. The power `^ 2` on `green D w * K` is the matrix square. The prefactor is part of the definition: the logarithm and its expansion do not appear in the development.

```lean
/-- Second-order ring term `-(1/4π) ∫₀^∞ Tr((G K)²) dw`. -/
def secondOrderRing (D : n → ℝ) (K : Matrix n n ℝ) : ℝ :=
  -(1 / (4 * π)) * ∫ w in Ioi (0 : ℝ), trace ((green D w * K) ^ 2)

/-- Ring term with two different interaction lines, `-(1/4π) ∫₀^∞ Tr(G K G L) dw`. -/
def mixedRing (D : n → ℝ) (K L : Matrix n n ℝ) : ℝ :=
  -(1 / (4 * π)) * ∫ w in Ioi (0 : ℝ), trace (green D w * K * (green D w * L))
```

The right side of the claim is `directMP2`, with both sums unrestricted. The gap of a pair `x = (i, a)` is `pairGap`, where `εo` lists the occupied and `εv` the virtual orbital energies.

```lean
/-- Direct MP2 energy `-(1/2) ∑ K_pq² / (D_p + D_q)`. -/
def directMP2 (D : n → ℝ) (K : Matrix n n ℝ) : ℝ :=
  -(1 / 2) * ∑ p, ∑ q, K p q ^ 2 / (D p + D q)

/-- Orbital-energy gap `ε_a - ε_i` of the occupied-virtual pair `(i, a)`. -/
def pairGap {o v : Type*} (εo : o → ℝ) (εv : v → ℝ) (x : o × v) : ℝ := εv x.2 - εo x.1
```

The trace formula needs no hypothesis on the gaps. The proof unfolds the trace into a sum over `p`, expands the product of $GK$ and $GL$ into a sum over `q` by `Matrix.mul_apply`, reads off the entries $g_{D_p}K_{pq}$ and $g_{D_q}L_{qp}$ by `diagonal_mul`, and reorders the four factors.

```lean
/-- The trace `Tr(G K G L)` is the sum over pairs of excitations of `K_pq L_qp` times the
two propagators. -/
theorem trace_green_mul (D : n → ℝ) (K L : Matrix n n ℝ) (w : ℝ) :
    trace (green D w * K * (green D w * L)) =
      ∑ p, ∑ q, K p q * L q p * (lorentz (D p) w * lorentz (D q) w) := by
  simp only [trace, diag_apply, green]
  refine Finset.sum_congr rfl fun p _ => ?_
  rw [Matrix.mul_apply]
  refine Finset.sum_congr rfl fun q _ => ?_
  simp only [diagonal_mul]
  ring
```

The integral of two propagators comes with a statement of integrability. This matters because Lean assigns the value zero to the integral of a non-integrable function, so `IntegrableOn` certifies that the integral is the convergent one. In the proof, `hd` supplies the derivative of $\arctan(w/c)$ and `hl` its limit $\pi/2$. The statement `key` asks for an antiderivative `F` that vanishes at zero and tends to $2\pi/(a+b)$, and the split `eq_or_ne a b` provides the two functions found above. In each branch the derivative is assembled from `hd` by the rules for sums, constant multiples and, for equal gaps, quotients, and `field_simp` with `ring` checks that it equals $g_ag_b$. The squeeze between $0$ and $2/w$ is carried out by `squeeze_zero'`. With non-negativity `hpos`, the lemma `integrableOn_Ioi_deriv_of_nonneg'` gives integrability and `integral_Ioi_of_hasDerivAt_of_nonneg'` gives the value as the limit minus $F(0)$.

```lean
/-- Auxiliary step: the product of two propagators with positive gaps `a`, `b`, equal or not,
is integrable over positive frequencies with integral `2π / (a + b)`. -/
theorem integral_lorentz_mul {a b : ℝ} (ha : 0 < a) (hb : 0 < b) :
    IntegrableOn (fun w => lorentz a w * lorentz b w) (Ioi 0) ∧
      ∫ w in Ioi (0 : ℝ), lorentz a w * lorentz b w = 2 * π / (a + b) := by
  have hd : ∀ c : ℝ, 0 < c → ∀ w : ℝ,
      HasDerivAt (fun w => arctan (w / c)) (c / (c ^ 2 + w ^ 2)) w := by
    intro c hc w
    have hc0 : c ≠ 0 := hc.ne'
    have h2 : c ^ 2 + w ^ 2 ≠ 0 := by positivity
    have e : 1 + (w / c) ^ 2 = (c ^ 2 + w ^ 2) / c ^ 2 := by field_simp
    refine ((hasDerivAt_id' w).div_const c).arctan.congr_deriv ?_
    rw [e]
    field_simp
  have hl : ∀ c : ℝ, 0 < c → Tendsto (fun w => arctan (w / c)) atTop (𝓝 (π / 2)) :=
    fun c hc => (tendsto_arctan_atTop.mono_right nhdsWithin_le_nhds).comp
      (tendsto_id.atTop_div_const hc)
  have ha0 : a ≠ 0 := ha.ne'
  have hs : a + b ≠ 0 := by positivity
  -- an antiderivative vanishing at 0 with limit 2π/(a+b)
  have key : ∃ F : ℝ → ℝ, (∀ w, HasDerivAt F (lorentz a w * lorentz b w) w) ∧
      Tendsto F atTop (𝓝 (2 * π / (a + b))) ∧ F 0 = 0 := by
    rcases eq_or_ne a b with rfl | hab
    · -- equal gaps: double pole
      refine ⟨fun w => 2 / a * arctan (w / a) + 2 * w / (a ^ 2 + w ^ 2),
        fun w => ?_, ?_, by simp⟩
      · have h2 : a ^ 2 + w ^ 2 ≠ 0 := by positivity
        have hsq : HasDerivAt (fun w : ℝ => a ^ 2 + w ^ 2) (2 * w) w :=
          ((hasDerivAt_pow 2 w).const_add (a ^ 2)).congr_deriv (by norm_num)
        refine (((hd a ha w).const_mul (2 / a)).fun_add
          (((hasDerivAt_id' w).const_mul 2).fun_div hsq h2)).congr_deriv ?_
        simp only [lorentz]
        field_simp
        ring
      · have h0 : Tendsto (fun w : ℝ => 2 * w / (a ^ 2 + w ^ 2)) atTop (𝓝 0) := by
          have hg : Tendsto (fun w : ℝ => 2 / w) atTop (𝓝 0) :=
            tendsto_const_nhds.div_atTop tendsto_id
          refine squeeze_zero' ?_ ?_ hg
          · filter_upwards [eventually_gt_atTop (0 : ℝ)] with w hw
            positivity
          · filter_upwards [eventually_gt_atTop (0 : ℝ)] with w hw
            rw [div_le_div_iff₀ (by positivity) hw]
            nlinarith [sq_nonneg a]
        have e : 2 / a * (π / 2) + 0 = 2 * π / (a + a) := by
          rw [eq_div_iff hs]
          field_simp
          ring
        rw [← e]
        exact ((hl a ha).const_mul (2 / a)).add h0
    · -- distinct gaps: partial fractions
      have hba : b - a ≠ 0 := sub_ne_zero.mpr hab.symm
      refine ⟨fun w => 4 / ((b - a) * (a + b)) * (b * arctan (w / a) - a * arctan (w / b)),
        fun w => ?_, ?_, by simp⟩
      · have h2 : a ^ 2 + w ^ 2 ≠ 0 := by positivity
        have h3 : b ^ 2 + w ^ 2 ≠ 0 := by positivity
        refine ((((hd a ha w).const_mul b).fun_sub ((hd b hb w).const_mul a)).const_mul
          (4 / ((b - a) * (a + b)))).congr_deriv ?_
        simp only [lorentz]
        field_simp
        ring
      · have e : 4 / ((b - a) * (a + b)) * (b * (π / 2) - a * (π / 2)) = 2 * π / (a + b) := by
          field_simp
          ring
        rw [← e]
        exact (((hl a ha).const_mul b).sub ((hl b hb).const_mul a)).const_mul _
  obtain ⟨F, hF, hT, h0⟩ := key
  have hpos : ∀ w ∈ Ioi (0 : ℝ), 0 ≤ lorentz a w * lorentz b w := fun w _ => by
    unfold lorentz
    positivity
  refine ⟨integrableOn_Ioi_deriv_of_nonneg' (fun w _ => hF w) hpos hT, ?_⟩
  rw [integral_Ioi_of_hasDerivAt_of_nonneg' (fun w _ => hF w) hpos hT, h0, sub_zero]
```

The general formula assumes only `hD`, positivity of all gaps; `K` and `L` are arbitrary. The step `hfun` writes the trace as one sum over pairs in `n × n`, and `hi` shows each term integrable as a constant times $g_{D_p}g_{D_q}$. A finite sum of integrable terms is integrable and may be integrated term by term. After $2\pi/(D_p+D_q)$ is inserted, `linear_combination` cancels $\pi$ against the prefactor in each term.

```lean
/-- For positive gaps and arbitrary real `K`, `L`, the trace `Tr(G K G L)` is integrable over
positive frequencies and the mixed ring term is `-(1/2) ∑ K_pq L_qp / (D_p + D_q)`. -/
theorem mixedRing_eq {D : n → ℝ} (hD : ∀ p, 0 < D p) (K L : Matrix n n ℝ) :
    IntegrableOn (fun w => trace (green D w * K * (green D w * L))) (Ioi 0) ∧
      mixedRing D K L = -(1 / 2) * ∑ p, ∑ q, K p q * L q p / (D p + D q) := by
  have hfun : ∀ w, trace (green D w * K * (green D w * L)) = ∑ x : n × n,
      K x.1 x.2 * L x.2 x.1 * (lorentz (D x.1) w * lorentz (D x.2) w) := fun w => by
    simp only [trace_green_mul, Fintype.sum_prod_type]
  have hi : ∀ x ∈ (Finset.univ : Finset (n × n)), Integrable
      (fun w => K x.1 x.2 * L x.2 x.1 * (lorentz (D x.1) w * lorentz (D x.2) w))
      (volume.restrict (Ioi (0 : ℝ))) :=
    fun x _ => Integrable.const_mul (integral_lorentz_mul (hD x.1) (hD x.2)).1 _
  simp only [mixedRing, hfun]
  constructor
  · first
      | exact integrable_finsetSum _ hi
      | exact integrable_finset_sum _ hi
  · -- integrate term by term
    first
      | rw [integral_finsetSum _ hi]
      | rw [integral_finset_sum _ hi]
    simp only [integral_const_mul, fun p q => (integral_lorentz_mul (hD p) (hD q)).2,
      Fintype.sum_prod_type, Finset.mul_sum]
    refine Finset.sum_congr rfl fun p _ => Finset.sum_congr rfl fun q _ => ?_
    linear_combination
      (-(1 / 2) * (K p q * L q p / (D p + D q))) * mul_inv_cancel₀ pi_ne_zero
```

The main theorem adds `hK : K.IsSymm`, meaning $K^{T}=K$, and has no condition relating different gaps. It concludes that $\operatorname{Tr}[(GK)^2]$ is integrable on $w>0$ and that `secondOrderRing D K = directMP2 D K`. The proof sets $L=K$, writes both squares as products, and uses symmetry once, in `hK.apply p q`, to turn $K_{qp}$ into $K_{pq}$.

```lean
/-- For positive gaps, equal or not, and real symmetric `K`, the trace `Tr((G K)²)` is
integrable over positive frequencies and the second-order ring term is the direct MP2 energy. -/
theorem secondOrderRing_eq_directMP2 {D : n → ℝ} (hD : ∀ p, 0 < D p) {K : Matrix n n ℝ}
    (hK : K.IsSymm) :
    IntegrableOn (fun w => trace ((green D w * K) ^ 2)) (Ioi 0) ∧
      secondOrderRing D K = directMP2 D K := by
  have h := mixedRing_eq hD K K
  simp only [secondOrderRing, directMP2, pow_two]
  refine ⟨h.1, h.2.trans ?_⟩
  congr 1
  refine Finset.sum_congr rfl fun p _ => Finset.sum_congr rfl fun q _ => ?_
  rw [hK.apply p q]
```

For constant gaps `fun _ => Δ` the general formula is used directly, so symmetry is not required. The common denominator is pulled out of the sums and the remaining double sum is recognised as `trace (K ^ 2)`.

```lean
/-- If all gaps equal `Δ > 0`, the second-order ring term is `-Tr(K²) / (4Δ)` for any real
`K`. -/
theorem secondOrderRing_equal_gaps {Δ : ℝ} (hΔ : 0 < Δ) (K : Matrix n n ℝ) :
    secondOrderRing (fun _ => Δ) K = -trace (K ^ 2) / (4 * Δ) := by
  have h := (mixedRing_eq (D := fun _ : n => Δ) (fun _ => hΔ) K K).2
  simp only [secondOrderRing, pow_two]
  refine h.trans ?_
  simp only [← Finset.sum_div, trace, diag_apply, Matrix.mul_apply]
  rw [← two_mul Δ]
  ring
```

The sign statement passes to `directMP2`. Terms, rows and the whole sum are shown non-negative in `ht`, `hr` and `hS`. If the sum is zero, `Finset.sum_eq_zero_iff_of_nonneg` applied twice makes each term zero, and a positive denominator forces $K_{pq}=0$.

```lean
/-- For positive gaps and symmetric `K` the second-order ring term is never positive, and it
vanishes exactly when `K = 0`. -/
theorem secondOrderRing_nonpos {D : n → ℝ} (hD : ∀ p, 0 < D p) {K : Matrix n n ℝ}
    (hK : K.IsSymm) : secondOrderRing D K ≤ 0 ∧ (secondOrderRing D K = 0 ↔ K = 0) := by
  rw [(secondOrderRing_eq_directMP2 hD hK).2, directMP2]
  have ht : ∀ p q, 0 ≤ K p q ^ 2 / (D p + D q) := fun p q =>
    div_nonneg (sq_nonneg _) (add_pos (hD p) (hD q)).le
  have hr : ∀ p, 0 ≤ ∑ q, K p q ^ 2 / (D p + D q) := fun p =>
    Finset.sum_nonneg fun q _ => ht p q
  have hS : 0 ≤ ∑ p, ∑ q, K p q ^ 2 / (D p + D q) := Finset.sum_nonneg fun p _ => hr p
  refine ⟨by linarith, fun h => ?_, fun h => by simp [h]⟩
  have h0 : ∑ p, ∑ q, K p q ^ 2 / (D p + D q) = 0 := by linarith
  ext p q
  have h1 := (Finset.sum_eq_zero_iff_of_nonneg fun p _ => hr p).1 h0 p (Finset.mem_univ p)
  have h2 := (Finset.sum_eq_zero_iff_of_nonneg fun q _ => ht p q).1 h1 q (Finset.mem_univ q)
  rcases div_eq_zero_iff.1 h2 with h3 | h3
  · exact (pow_eq_zero_iff two_ne_zero).1 h3
  · exact absurd h3 (add_pos (hD p) (hD q)).ne'
```

In the orbital form the excitation type is `o × v`, occupied times virtual. The hypothesis `hε` places every occupied energy strictly below every virtual one, which yields `hD`. The array `V i a j b` stands for $(ia|jb)$, and `hV` is the only symmetry it is assumed to have. In the second matrix, `V x.1 y.2 y.1 x.2` with `x = (i, a)` and `y = (j, b)` is $(ib|ja)$. The step `hg` rewrites the denominators, and the last line applies `hV` to both parts of $L_{qp}$, as in the derivation.

```lean
/-- Orbital form, with `V i a j b = (ia|jb) = (jb|ia)` and `ε_i < ε_a`: the ring term is
`-(1/2) ∑ (ia|jb)² / (ε_a + ε_b - ε_i - ε_j)`, and replacing one interaction line by
`(ia|jb) - (ib|ja)` turns the numerator into `(ia|jb) [(ia|jb) - (ib|ja)]`. -/
theorem orbital_form {o v : Type*} [Fintype o] [DecidableEq o] [Fintype v] [DecidableEq v]
    {εo : o → ℝ} {εv : v → ℝ} (hε : ∀ i a, εo i < εv a) {V : o → v → o → v → ℝ}
    (hV : ∀ i a j b, V i a j b = V j b i a) :
    secondOrderRing (pairGap εo εv) (of fun x y => V x.1 x.2 y.1 y.2) =
      -(1 / 2) * ∑ i, ∑ a, ∑ j, ∑ b, V i a j b ^ 2 / (εv a + εv b - εo i - εo j) ∧
    mixedRing (pairGap εo εv) (of fun x y => V x.1 x.2 y.1 y.2)
        (of fun x y => V x.1 x.2 y.1 y.2 - V x.1 y.2 y.1 x.2) =
      -(1 / 2) * ∑ i, ∑ a, ∑ j, ∑ b,
        V i a j b * (V i a j b - V i b j a) / (εv a + εv b - εo i - εo j) := by
  have hD : ∀ x, 0 < pairGap εo εv x := fun x => sub_pos.mpr (hε x.1 x.2)
  have hg : ∀ i a j b, pairGap εo εv (i, a) + pairGap εo εv (j, b) =
      εv a + εv b - εo i - εo j := fun i a j b => by
    simp only [pairGap]
    ring
  have hK : (of fun x y : o × v => V x.1 x.2 y.1 y.2).IsSymm := by
    ext x y
    exact hV _ _ _ _
  constructor
  · rw [(secondOrderRing_eq_directMP2 hD hK).2]
    simp only [directMP2, Fintype.sum_prod_type, of_apply, hg]
  · rw [(mixedRing_eq hD _ _).2]
    simp only [Fintype.sum_prod_type, of_apply, hg]
    congr 1
    refine Finset.sum_congr rfl fun i _ => Finset.sum_congr rfl fun a _ =>
      Finset.sum_congr rfl fun j _ => Finset.sum_congr rfl fun b _ => ?_
    rw [hV j b i a, hV j a i b]

end

end RingDiagramMP2
```

```lean
#print axioms RingDiagramMP2.secondOrderRing_eq_directMP2
#print axioms RingDiagramMP2.secondOrderRing_equal_gaps
#print axioms RingDiagramMP2.secondOrderRing_nonpos
#print axioms RingDiagramMP2.orbital_form
```

```
'RingDiagramMP2.secondOrderRing_eq_directMP2' depends on axioms: [propext, Classical.choice, Quot.sound]
'RingDiagramMP2.secondOrderRing_equal_gaps' depends on axioms: [propext, Classical.choice, Quot.sound]
'RingDiagramMP2.secondOrderRing_nonpos' depends on axioms: [propext, Classical.choice, Quot.sound]
'RingDiagramMP2.orbital_form' depends on axioms: [propext, Classical.choice, Quot.sound]
```

## Scope

The numbers `εo`, `εv` and `V` are free real data: no Hamiltonian, orbitals or Coulomb integrals are constructed, and "direct MP2 energy" names the sum in `directMP2`, not a result of perturbation theory. The sums take their usual MP2 meaning when the labels are real spin orbitals, the energies are canonical Hartree–Fock values and `V` holds the two-electron integrals. Complex orbitals, infinite excitation spaces, vanishing gaps and higher orders of the ring series are not covered. The link to the logarithm, the examples and the remarks on computation are ordinary reasoning that Lean has not checked.

## Dropping a hypothesis

Without symmetry the equality fails already for two excitations. Take both gaps equal to $1$ and $K=\begin{pmatrix}0&1\\0&0\end{pmatrix}$. Then $K^2=0$, so the equal-gap formula gives a ring term of zero although $K\neq0$, while the direct MP2 sum is $-\frac12\cdot\frac12=-\frac14$. For $K=\begin{pmatrix}0&1\\-1&0\end{pmatrix}$ one has $\operatorname{Tr}K^2=-2$, and the ring term is $+\frac12$ against a sum of $-\frac12$, so the sign statement fails too.

Without positivity one excitation is enough. For $D=-1$ and $K=1$ the integrand $g_{-1}^2$ equals $g_1^2$, whose integral is $\pi$, so the ring term is $-\frac14$. The direct MP2 sum is $-\frac12\cdot\frac{1}{-2}=+\frac14$.

## In a calculation

A frequency-integration RPA program replaces the integral by a quadrature with nodes $w_k$ and weights $c_k$. With density fitting the interaction is factorised as $K=BB^{T}$, where $B$ has one row per excitation and one column per auxiliary function. Cyclicity of the trace gives $\operatorname{Tr}[(GK)^2]=\operatorname{Tr}[Q^2]$ with $Q(w)=B^{T}G(w)B$, a matrix in the auxiliary space. The value $-\frac{1}{4\pi}\sum_k c_k\operatorname{Tr}[Q(w_k)^2]$ can then be compared with the direct MP2 sum built from the same $K$. The difference is quadrature error alone, governed by how well $\sum_k c_k\,g_a(w_k)g_b(w_k)$ reproduces $2\pi/(a+b)$ for gaps $a$ and $b$ in the range present. A wrong spin factor in $K$ scales both sides equally and escapes this comparison; it shows when the value is checked against the direct term computed from the integrals themselves. For a closed shell the spin sum turns the direct term into $-2\sum_{iajb}(ia|jb)^2/(\varepsilon_a+\varepsilon_b-\varepsilon_i-\varepsilon_j)$ over spatial orbitals, which corresponds to $K_{pq}=2(ia|jb)$.
